# For product walkers, the force bias of every operator on one fragment ignores the other fragment exactly when the trial is a product

**Q:** Two molecules sit far apart in an auxiliary-field Monte Carlo run. A walker changes only on molecule B, yet the force bias for a field acting on A may change too. Is the trial state to blame?

**A:** For a product walker \(a\otimes b\), yes. Write \(\langle T,\varphi\rangle\) for the overlap with the trial \(T\), conjugate-linear in \(T\). The force bias of an operator \(v\) on A is

\[
F=\frac{\langle T,(v\otimes 1)(a\otimes b)\rangle}{\langle T,a\otimes b\rangle}
=\frac{\langle T,(va)\otimes b\rangle}{\langle T,a\otimes b\rangle}.
\]

If \(T=x\otimes y\), both overlaps contain the factor \(\langle y,b\rangle\). It cancels, leaving \(F=\langle x,va\rangle/\langle x,a\rangle\), without \(b\).

**Q:** And the converse? Independence of \(b\) might hold for some entangled trial.

**A:** Not for all \(v\) at once. Suppose \(T\neq0\), take basis vectors \(e_i\) on A and \(e_j\) on B, and pick an amplitude \(T(i_0,j_0)\neq0\). For \(i\neq i_0\), let \(v=|i\rangle\langle i_0|+|i_0\rangle\langle i|\) and \(a=e_{i_0}\), so that \(va=e_i\) and

\[
F(b)=\frac{\sum_j \overline{T(i,j)}\,b_j}{\sum_j \overline{T(i_0,j)}\,b_j}.
\]

If \(T(i_0,j)\neq0\), equating \(F(e_{j_0})\) with \(F(e_j)\), cross-multiplying and conjugating gives

\[
T(i,j)\,T(i_0,j_0)=T(i,j_0)\,T(i_0,j).
\]

If \(T(i_0,j)=0\), then \(e_j\) has zero overlap, so use \(e_j+e_{j_0}\):

\[
\frac{\overline{T(i,j)}+\overline{T(i,j_0)}}{\overline{T(i_0,j_0)}}
=\frac{\overline{T(i,j_0)}}{\overline{T(i_0,j_0)}}.
\]

Hence \(T(i,j)=0\), and the same identity holds. It is trivial for \(i=i_0\). Dividing by \(T(i_0,j_0)\) yields \(T(i,j)=x_i y_j\), with \(x_i=T(i,j_0)\) and \(y_j=T(i_0,j)/T(i_0,j_0)\).

**Q:** Now the formal version. What are the fragments there?

**A:** Finite index types `m` and `n`, labelling orthonormal bases of A and B. A joint state is a table of complex amplitudes.

In Lean 4 with Mathlib:

```lean
import Mathlib

open Matrix
open scoped Kronecker

namespace ForceBiasEntanglement

noncomputable section

variable {m n : Type*} [Fintype m] [Fintype n] [DecidableEq m] [DecidableEq n]

/-- The product state `a ⊗ b` of fragments A and B, given by its amplitudes in a product basis. -/
def prodState {m n : Type*} (a : m → ℂ) (b : n → ℂ) : m × n → ℂ :=
  fun p => a p.1 * b p.2
```

In the overlap, `star` conjugates the trial. The operator \(v\otimes1\) is a Kronecker product, and neither state need be normalised, since rescaling either one leaves the ratio unchanged.

```lean
/-- The overlap `⟨T, φ⟩` of a trial state with a walker, conjugate-linear in the trial. -/
def overlap {m n : Type*} [Fintype m] [Fintype n] (T φ : m × n → ℂ) : ℂ :=
  star T ⬝ᵥ φ

/-- The force bias `⟨T, (v ⊗ 1)(a ⊗ b)⟩ / ⟨T, a ⊗ b⟩` of an operator `v` on fragment A,
meaningful for walkers with nonzero overlap `⟨T, a ⊗ b⟩`. -/
def forceBias {m n : Type*} [Fintype m] [Fintype n] [DecidableEq n]
    (T : m × n → ℂ) (v : Matrix m m ℂ) (a : m → ℂ) (b : n → ℂ) : ℂ :=
  overlap T ((v ⊗ₖ (1 : Matrix n n ℂ)) *ᵥ prodState a b) / overlap T (prodState a b)
```

**Q:** What happens when the overlap vanishes?

**A:** Such walkers have no meaningful force bias, so independence is demanded only between two states of B that both give nonzero overlap.

```lean
/-- The force bias of `v` on fragment A does not depend on the state of fragment B,
among walkers with nonzero overlap. -/
def IgnoresDistant {m n : Type*} [Fintype m] [Fintype n] [DecidableEq n]
    (T : m × n → ℂ) (v : Matrix m m ℂ) : Prop :=
  ∀ (a : m → ℂ) (b b' : n → ℂ), overlap T (prodState a b) ≠ 0 →
    overlap T (prodState a b') ≠ 0 → forceBias T v a b = forceBias T v a b'

/-- The trial is a product vector `x ⊗ y`. -/
def IsProduct {m n : Type*} (T : m × n → ℂ) : Prop :=
  ∃ (x : m → ℂ) (y : n → ℂ), T = prodState x y
```

"Entangled" means not `IsProduct`. The zero trial counts as a product and has no nonzero overlaps, so the equivalence needs no assumption \(T\neq0\).

**Q:** What is missing from this model?

**A:** Antisymmetry between electrons of different fragments, walkers that are themselves entangled, and geometry: "distant" only names the other tensor factor. The model is also freer than standard practice, where walkers are Slater determinants and each field couples to a one-body operator: here \(a\), \(b\) and \(v\) are arbitrary. With several electrons on a fragment, the converse may therefore use states and operators that do not occur in such a run.

**Q:** Where does the cancellation appear?

**A:** The first two lemmas expand the sums: \(v\) acts on \(a\) alone, and product overlaps factorise. The third combines them, stating the result as \(F\langle x,a\rangle=\langle x,va\rangle\).

```lean
omit [DecidableEq m] in
/-- An operator on fragment A changes only the A factor of a product walker. -/
theorem local_mulVec (v : Matrix m m ℂ) (a : m → ℂ) (b : n → ℂ) :
    (v ⊗ₖ (1 : Matrix n n ℂ)) *ᵥ prodState a b = prodState (v *ᵥ a) b := by
  ext ⟨i, j⟩
  simp [Matrix.mulVec, dotProduct, prodState, Matrix.kroneckerMap_apply,
    Fintype.sum_prod_type, Matrix.one_apply, Finset.sum_mul, mul_assoc]

omit [DecidableEq m] [DecidableEq n] in
/-- The overlap of two product states is the product of the fragment overlaps. -/
theorem overlap_prodState (x a : m → ℂ) (y b : n → ℂ) :
    overlap (prodState x y) (prodState a b) = (star x ⬝ᵥ a) * (star y ⬝ᵥ b) := by
  simp only [overlap, dotProduct, prodState, Fintype.sum_prod_type, Finset.sum_mul_sum,
    Pi.star_apply, star_mul']
  refine Finset.sum_congr rfl fun i _ => Finset.sum_congr rfl fun j _ => ?_
  ring

omit [DecidableEq m] in
/-- For a product trial `x ⊗ y` and a walker with nonzero overlap, the force bias `F` is that of
fragment A alone: `F ⟨x, a⟩ = ⟨x, v a⟩`. -/
theorem forceBias_product (x a : m → ℂ) (y b : n → ℂ) (v : Matrix m m ℂ)
    (h : overlap (prodState x y) (prodState a b) ≠ 0) :
    forceBias (prodState x y) v a b * (star x ⬝ᵥ a) = star x ⬝ᵥ (v *ᵥ a) := by
  rw [overlap_prodState] at h
  rw [forceBias, local_mulVec, overlap_prodState, overlap_prodState,
    div_mul_eq_mul_div, div_eq_iff h]
  ring
```

**Q:** And the hopping argument?

**A:** These two lemmas supply the row sums in \(F(b)\) and the action \(va=e_i\).

```lean
omit [DecidableEq n] in
/-- With fragment A in basis state `i`, the overlap involves only row `i` of the trial. -/
theorem overlap_basis (T : m × n → ℂ) (i : m) (b : n → ℂ) :
    overlap T (prodState (Pi.single i 1) b) = ∑ j, star (T (i, j)) * b j := by
  simp only [overlap, dotProduct, prodState, Fintype.sum_prod_type, Pi.star_apply]
  rw [Finset.sum_eq_single i]
  · simp
  · intro k _ hk
    simp [hk]
  · simp

/-- The Hermitian hopping operator `|i⟩⟨k| + |k⟩⟨i|` takes basis state `k` to a different
basis state `i`. -/
theorem hopping_mulVec {i k : m} (hi : i ≠ k) :
    (Matrix.single i k (1 : ℂ) + (Matrix.single i k (1 : ℂ))ᴴ) *ᵥ Pi.single k 1
      = Pi.single i 1 := by
  ext l
  by_cases hl : l = i
  · subst hl
    simp [hi]
  · simp [hi, hl, Ne.symm hl]
```

In the next proof, `cross` is the cross-multiplied equality of biases, `e1` and `e2` evaluate the overlaps for the chosen states of B, and `star_injective` removes the conjugation. The split on `T (i₀, j) = 0` is the one made above; `minor` then gives the factorisation.

```lean
/-- If the force bias of every Hermitian operator on fragment A ignores the state of
fragment B, then the trial is a product vector. -/
theorem isProduct_of_hermitian (T : m × n → ℂ)
    (h : ∀ v : Matrix m m ℂ, v.IsHermitian → IgnoresDistant T v) : IsProduct T := by
  by_cases hT : T = 0
  · exact ⟨0, 0, by ext p; simp [hT, prodState]⟩
  obtain ⟨⟨i₀, j₀⟩, h0'⟩ := Function.ne_iff.mp hT
  have h0 : T (i₀, j₀) ≠ 0 := h0'
  have e1 : ∀ i j, overlap T (prodState (Pi.single i 1) (Pi.single j 1)) = star (T (i, j)) := by
    intro i j
    rw [overlap_basis]
    simp [Pi.single_apply]
  have e2 : ∀ i j, overlap T (prodState (Pi.single i 1) (Pi.single j 1 + Pi.single j₀ 1))
      = star (T (i, j)) + star (T (i, j₀)) := by
    intro i j
    rw [overlap_basis]
    simp [Pi.single_apply, mul_add, Finset.sum_add_distrib]
  -- every two-by-two minor through the nonzero amplitude vanishes
  have minor : ∀ i j, T (i, j) * T (i₀, j₀) = T (i, j₀) * T (i₀, j) := by
    intro i j
    by_cases hi : i = i₀
    · rw [hi]; ring
    have cross : ∀ b b' : n → ℂ, overlap T (prodState (Pi.single i₀ 1) b) ≠ 0 →
        overlap T (prodState (Pi.single i₀ 1) b') ≠ 0 →
        overlap T (prodState (Pi.single i 1) b) * overlap T (prodState (Pi.single i₀ 1) b')
          = overlap T (prodState (Pi.single i 1) b')
            * overlap T (prodState (Pi.single i₀ 1) b) := by
      intro b b' hb hb'
      have hH : (Matrix.single i i₀ (1 : ℂ) + (Matrix.single i i₀ (1 : ℂ))ᴴ).IsHermitian := by
        rw [Matrix.IsHermitian, Matrix.conjTranspose_add, Matrix.conjTranspose_conjTranspose,
          add_comm]
      have key := h _ hH (Pi.single i₀ 1) b b' hb hb'
      rw [forceBias, forceBias, local_mulVec, local_mulVec, hopping_mulVec hi,
        div_eq_div_iff hb hb'] at key
      exact key
    have hs : overlap T (prodState (Pi.single i₀ 1) (Pi.single j₀ 1)) ≠ 0 := by
      rw [e1]; exact star_ne_zero.mpr h0
    apply star_injective
    simp only [star_mul']
    by_cases hj : T (i₀, j) = 0
    · -- shift the distant state so that its overlap is nonzero
      have c := cross (Pi.single j₀ 1) (Pi.single j 1 + Pi.single j₀ 1) hs
        (by rw [e2, hj, star_zero, zero_add]; exact star_ne_zero.mpr h0)
      simp only [e1, e2] at c
      linear_combination -c
    · have c := cross (Pi.single j₀ 1) (Pi.single j 1) hs
        (by rw [e1]; exact star_ne_zero.mpr hj)
      simp only [e1] at c
      linear_combination -c
  refine ⟨fun i => T (i, j₀), fun j => T (i₀, j) / T (i₀, j₀), ?_⟩
  ext ⟨i, j⟩
  simp only [prodState]
  rw [← mul_div_assoc, eq_div_iff h0]
  exact minor i j
```

**Q:** So Hermitian operators are enough?

**A:** Yes, for this direction. The equivalence quantifies over all matrices `v`; its reverse direction uses the cancellation for product trials.

```lean
/-- The force bias of every operator on fragment A is independent of the state of fragment B,
among walkers with nonzero overlap, if and only if the trial is a product vector. -/
theorem ignoresDistant_iff_isProduct (T : m × n → ℂ) :
    (∀ v : Matrix m m ℂ, IgnoresDistant T v) ↔ IsProduct T := by
  constructor
  · exact fun h => isProduct_of_hermitian T fun v _ => h v
  · rintro ⟨x, y, rfl⟩ v a b b' hb hb'
    have hx : star x ⬝ᵥ a ≠ 0 := by
      rw [overlap_prodState] at hb
      exact left_ne_zero_of_mul hb
    -- both biases equal the bias of fragment A alone
    apply mul_right_cancel₀ hx
    rw [forceBias_product x a y b v hb, forceBias_product x a y b' v hb']
```

**Q:** Does an entangled trial make every local operator sensitive to B?

**A:** No: the identity always has bias 1. The contrapositive gives some Hermitian `v`, some `a` and two states of B with different biases.

```lean
/-- For every entangled trial there is a Hermitian operator on fragment A whose force bias
changes when only the state of fragment B is changed, both overlaps being nonzero. -/
theorem entangled_couples_fragments (T : m × n → ℂ) (hT : ¬ IsProduct T) :
    ∃ (v : Matrix m m ℂ) (a : m → ℂ) (b b' : n → ℂ), v.IsHermitian ∧
      overlap T (prodState a b) ≠ 0 ∧ overlap T (prodState a b') ≠ 0 ∧
      forceBias T v a b ≠ forceBias T v a b' := by
  by_contra hn
  refine hT (isProduct_of_hermitian T fun v hv a b b' hb hb' => ?_)
  by_contra hne
  exact hn ⟨v, a, b, b', hv, hb, hb', hne⟩
```

**Q:** Show me numbers.

**A:** Take the Bell trial, normalised as \((|00\rangle+|11\rangle)/\sqrt2\), with \(a=(1,1)/\sqrt2\) and \(v=\sigma_z\). The code omits both factors, which cancel. Then \(F=(b_0-b_1)/(b_0+b_1)\): \(b=(1,0)\) gives \(1\), \(b=(0,1)\) gives \(-1\), and \(b=(3,1)/\sqrt{10}\) gives \(1/2\). The product trial \(a\otimes a\) gives \(0\) each time.

```lean
/-- The unnormalised Bell trial `|00⟩ + |11⟩` of two qubits. -/
def bellTrial : Fin 2 × Fin 2 → ℂ := fun p => if p.1 = p.2 then 1 else 0
```

The theorem multiplies out the denominator. Its proof evaluates the two overlaps and \(\sigma_z(1,1)=(1,-1)\).

```lean
/-- For the Bell trial and first qubit `|0⟩ + |1⟩`, the force bias `F` of the Pauli matrix `σ_z`
on the first qubit obeys `F (b₀ + b₁) = b₀ - b₁`, where `b` is the state of the second qubit
and `b₀ + b₁ ≠ 0`. -/
theorem bell_forceBias (b : Fin 2 → ℂ) (h : b 0 + b 1 ≠ 0) :
    forceBias bellTrial !![1, 0; 0, -1] ![1, 1] b * (b 0 + b 1) = b 0 - b 1 := by
  have ov : ∀ a c : Fin 2 → ℂ,
      overlap bellTrial (prodState a c) = a 0 * c 0 + a 1 * c 1 := by
    intro a c
    simp [overlap, dotProduct, prodState, bellTrial, Fintype.sum_prod_type, Fin.sum_univ_two]
  have hz : (!![1, 0; 0, -1] : Matrix (Fin 2) (Fin 2) ℂ) *ᵥ ![1, 1] = ![1, -1] := by
    ext i
    fin_cases i <;> simp [Matrix.mulVec, dotProduct, Fin.sum_univ_two]
  have hd : (![1, 1] : Fin 2 → ℂ) 0 * b 0 + (![1, 1] : Fin 2 → ℂ) 1 * b 1 = b 0 + b 1 := by
    simp
  rw [forceBias, local_mulVec, hz, ov, ov, hd, div_mul_cancel₀ _ h]
  simp [sub_eq_add_neg]

end

end ForceBiasEntanglement
```

```lean
#print axioms ForceBiasEntanglement.ignoresDistant_iff_isProduct
-- 'ForceBiasEntanglement.ignoresDistant_iff_isProduct' depends on axioms: [propext, Classical.choice, Quot.sound]
#print axioms ForceBiasEntanglement.entangled_couples_fragments
-- 'ForceBiasEntanglement.entangled_couples_fragments' depends on axioms: [propext, Classical.choice, Quot.sound]
#print axioms ForceBiasEntanglement.bell_forceBias
-- 'ForceBiasEntanglement.bell_forceBias' depends on axioms: [propext, Classical.choice, Quot.sound]
```

**Q:** Where does this enter an actual run?

**A:** At each time step, the force bias, multiplied by the square root of the step and a constant factor set by how the interaction is written in terms of \(v\), shifts the Gaussian auxiliary field coupled to \(v\). In this two-factor model with product walkers, a product trial lets the shifts for A be computed from A's data alone. With an entangled trial, there is some Hermitian \(v\) on A for which a change on B alters the shift for some walker, though that \(v\) need not be among the operators used in the run.
